# A one-dimensional character of a finite symmetry group solves the NOCI equations among the symmetry copies of one state when its weighted overlap sum is nonzero

Non-orthogonal configuration interaction (NOCI) among the symmetry copies of one determinant can produce a singular overlap matrix, because the copies may be linearly dependent. A solver that inverts this matrix then fails. For a finite group with a one-dimensional character, a solution can be written down without inverting the matrix, provided that one sum of overlaps is nonzero.

Let $U_g$ be the symmetry operations, unitary linear maps with $U_1=1$ and $U_gU_k=U_{gk}$ that commute with the Hermitian Hamiltonian $H$, and let $\psi$ be the starting state. Define $s(g)=\langle\psi,U_g\psi\rangle$ and $h(g)=\langle\psi,HU_g\psi\rangle$, with inner products conjugate-linear in the first slot. In Lean these are `overlap` and `coupling`. The space `E` is any complex inner-product space, and `ψ` is any vector in it, so determinants are a special case. `IsSymmetry` collects the conditions on $U$ and $H$.

```lean
import Mathlib

open scoped InnerProductSpace ComplexConjugate

namespace SymmetryRelatedNOCI

noncomputable section

variable {G E : Type*} [Group G] [NormedAddCommGroup E] [InnerProductSpace ℂ E]

/-- The group acts by unitaries `U g` that commute with the Hermitian operator `H`. -/
structure IsSymmetry (U : G →* Module.End ℂ E) (H : Module.End ℂ E) : Prop where
  unitary : ∀ g x y, ⟪U g x, U g y⟫_ℂ = ⟪x, y⟫_ℂ
  comm : ∀ g x, H (U g x) = U g (H x)
  hermitian : H.IsSymmetric

/-- The overlap `s(g)` of a vector `ψ` with its symmetry copy `U g ψ`. -/
def overlap (U : G →* Module.End ℂ E) (ψ : E) (g : G) : ℂ := ⟪ψ, U g ψ⟫_ℂ

/-- The matrix element `h(g)` of `H` between a vector `ψ` and its symmetry copy `U g ψ`. -/
def coupling (U : G →* Module.End ℂ E) (H : Module.End ℂ E) (ψ : E) (g : G) : ℂ :=
  ⟪ψ, H (U g ψ)⟫_ℂ
```

## Unitary operations that commute with the Hamiltonian

Unitarity says that a symmetry operation preserves overlaps; commutation says that it leaves the Hamiltonian unchanged. For $A=H$ or $A=1$ they give

$$\langle U_g\psi,AU_k\psi\rangle=\langle U_g\psi,U_gAU_{g^{-1}k}\psi\rangle=\langle\psi,AU_{g^{-1}k}\psi\rangle .$$

`matrix_element` follows the same route: it factors `U k ψ`, then rewrites with `hA` and `hU`.

```lean
/-- If `A` commutes with the unitaries `U g`, its matrix elements between two copies of `ψ` depend
only on the relative group element. -/
theorem matrix_element {U : G →* Module.End ℂ E} {A : Module.End ℂ E}
    (hU : ∀ g x y, ⟪U g x, U g y⟫_ℂ = ⟪x, y⟫_ℂ)
    (hA : ∀ g x, A (U g x) = U g (A x)) (ψ : E) (g k : G) :
    ⟪U g ψ, A (U k ψ)⟫_ℂ = ⟪ψ, A (U (g⁻¹ * k) ψ)⟫_ℂ := by
  have h : U k ψ = U g (U (g⁻¹ * k) ψ) := by
    rw [← Module.End.mul_apply, ← map_mul, mul_inv_cancel_left]
  rw [h, hA, hU]
```

Without commutation a character need not solve the NOCI equations $Hc=\varepsilon Sc$, in which $H$ and $S$ stand for the Hamiltonian and overlap matrices between the copies, $c$ for the coefficients and $\varepsilon$ for the energy. Take two sites with exchange, whose two characters give $c=(1,\pm1)^T$, with $H=\mathrm{diag}(1,0)$ and $\psi=(1,0)$. The overlap matrix is the identity, and $H(1,\pm1)^T=(1,0)^T$ is not a multiple of $(1,\pm1)^T$.

Without unitarity a character need not solve them either. Let $G$ have two elements, the non-trivial one acting as $(x,y,z)\mapsto(x+y,-y,z)$, with $H=\mathrm{diag}(0,0,1)$, $\psi=(0,1,1)$ and the trivial character, $c=(1,1)^T$. The two rows then demand $\varepsilon=1$ and $\varepsilon=2/3$.

## Coefficients that form a character of a finite group

The character $\chi$ satisfies $\chi(gk)=\chi(g)\chi(k)$ and $\chi(1)=1$; it fixes the symmetry type of the state $\Phi_\chi=\sum_g\chi(g)U_g\psi$. `SolvesNOCI` is the full set of equations $Hc=\varepsilon Sc$, one row for each $g$.

```lean
variable [Fintype G]

/-- The NOCI state whose coefficients on the symmetry copies of `ψ` are `χ g`. -/
def nociState (U : G →* Module.End ℂ E) (χ : G →* ℂ) (ψ : E) : E :=
  ∑ g, χ g • U g ψ

/-- The NOCI equations `H c = ε S c` for the symmetry copies of `ψ`, which may be linearly
dependent. -/
def SolvesNOCI (U : G →* Module.End ℂ E) (H : Module.End ℂ E) (ψ : E)
    (c : G → ℂ) (ε : ℂ) : Prop :=
  ∀ g, ∑ k, ⟪U g ψ, H (U k ψ)⟫_ℂ * c k = ε * ∑ k, ⟪U g ψ, U k ψ⟫_ℂ * c k

/-- The ratio of the character-weighted sums of couplings and overlaps. -/
def nociEnergy (U : G →* Module.End ℂ E) (H : Module.End ℂ E) (χ : G →* ℂ) (ψ : E) : ℂ :=
  (∑ g, coupling U H ψ g * χ g) / ∑ g, overlap U ψ g * χ g
```

Write $a(m)=\langle\psi,AU_m\psi\rangle$ and $a_\chi=\sum_m a(m)\chi(m)$, with $h_\chi$ and $s_\chi$ for $A=H$ and $A=1$. Substituting $k=gm$ gives

$$\sum_k\langle U_g\psi,AU_k\psi\rangle\chi(k)=\sum_m a(m)\chi(gm)=\chi(g)\,a_\chi .$$

In `row_sum`, `Equiv.sum_comp` performs this relabelling.

```lean
/-- If `A` commutes with the unitaries `U g`, row `g` of its matrix, contracted with the character,
is `χ g` times the contraction of the row of the identity. -/
theorem row_sum {U : G →* Module.End ℂ E} {A : Module.End ℂ E}
    (hU : ∀ g x y, ⟪U g x, U g y⟫_ℂ = ⟪x, y⟫_ℂ)
    (hA : ∀ g x, A (U g x) = U g (A x)) (χ : G →* ℂ) (ψ : E) (g : G) :
    ∑ k, ⟪U g ψ, A (U k ψ)⟫_ℂ * χ k = χ g * ∑ k, coupling U A ψ k * χ k := by
  -- relabel the copies by k = g m
  calc ∑ k, ⟪U g ψ, A (U k ψ)⟫_ℂ * χ k
      = ∑ m, ⟪U g ψ, A (U (g * m) ψ)⟫_ℂ * χ (g * m) :=
        (Equiv.sum_comp (Equiv.mulLeft g) (fun k => ⟪U g ψ, A (U k ψ)⟫_ℂ * χ k)).symm
    _ = _ := by
        rw [Finset.mul_sum]
        refine Finset.sum_congr rfl fun m _ => ?_
        rw [matrix_element hU hA, inv_mul_cancel_left, map_mul χ, coupling]
        ring
```

Finiteness makes the sums finite and gives $\chi(g)^{|G|}=\chi(g^{|G|})=1$, hence $|\chi(g)|=1$. Therefore

$$\langle\Phi_\chi,A\Phi_\chi\rangle=\sum_g\overline{\chi(g)}\,\chi(g)\,a_\chi=|G|\,a_\chi .$$

```lean
/-- A one-dimensional character of a finite group takes values of modulus one. -/
theorem character_unimodular (χ : G →* ℂ) (g : G) : conj (χ g) * χ g = 1 := by
  have h : ‖χ g‖ ^ Fintype.card G = 1 := by
    rw [← norm_pow, ← map_pow, pow_card_eq_one, map_one, norm_one]
  have hn : ‖χ g‖ = 1 :=
    (pow_eq_one_iff_of_nonneg (norm_nonneg _) Fintype.card_ne_zero).mp h
  rw [mul_comm, Complex.mul_conj, Complex.normSq_eq_norm_sq, hn]
  simp

/-- If `A` commutes with the unitaries `U g`, its diagonal matrix element in the unnormalised NOCI
state is the group order times a single sum over the group. -/
theorem expectation {U : G →* Module.End ℂ E} {A : Module.End ℂ E}
    (hU : ∀ g x y, ⟪U g x, U g y⟫_ℂ = ⟪x, y⟫_ℂ)
    (hA : ∀ g x, A (U g x) = U g (A x)) (χ : G →* ℂ) (ψ : E) :
    ⟪nociState U χ ψ, A (nociState U χ ψ)⟫_ℂ
      = (Fintype.card G : ℂ) * ∑ k, coupling U A ψ k * χ k := by
  have row : ∀ g, ⟪U g ψ, A (nociState U χ ψ)⟫_ℂ
      = χ g * ∑ k, coupling U A ψ k * χ k := by
    intro g
    rw [← row_sum hU hA]
    simp only [nociState, map_sum, map_smul, inner_sum, inner_smul_right]
    exact Finset.sum_congr rfl fun _ _ => mul_comm _ _
  have left : ∀ y, ⟪nociState U χ ψ, y⟫_ℂ = ∑ g, conj (χ g) * ⟪U g ψ, y⟫_ℂ := by
    intro y
    simp only [nociState, sum_inner, inner_smul_left]
  rw [left]
  simp only [row, ← mul_assoc, character_unimodular, one_mul, Finset.sum_const,
    Finset.card_univ, nsmul_eq_mul]
```

Coefficients that are not a character need not work: in the two-site example at the end, the Hamiltonian and overlap matrices between the copies take $c=(1,0)$ to $(4,5)$ and $(5,4)$, which are not proportional.

## A nonzero weighted overlap sum

Setting $A=1$ gives $\|\Phi_\chi\|^2=|G|s_\chi$. The condition $s_\chi\ne0$ thus says that $\psi$ has a component of the chosen symmetry type.

```lean
/-- The NOCI state vanishes exactly when the character-weighted sum of overlaps vanishes. -/
theorem nociState_eq_zero_iff {U : G →* Module.End ℂ E}
    (hU : ∀ g x y, ⟪U g x, U g y⟫_ℂ = ⟪x, y⟫_ℂ) (χ : G →* ℂ) (ψ : E) :
    nociState U χ ψ = 0 ↔ ∑ g, overlap U ψ g * χ g = 0 := by
  have hn : ⟪nociState U χ ψ, nociState U χ ψ⟫_ℂ
      = (Fintype.card G : ℂ) * ∑ g, overlap U ψ g * χ g :=
    expectation (A := 1) hU (fun _ _ => rfl) χ ψ
  have hc : (Fintype.card G : ℂ) ≠ 0 := Nat.cast_ne_zero.mpr Fintype.card_ne_zero
  rw [← inner_self_eq_zero (𝕜 := ℂ), hn, mul_eq_zero, or_iff_right hc]
```

The NOCI equations reduce to $\chi(g)h_\chi=\varepsilon\chi(g)s_\chi$. The row $g=1$ forces $\varepsilon=h_\chi/s_\chi$, and this value satisfies every row. If $s_\chi=0$, as for $\psi=(1,1)$ with exchange and the sign character, then $\Phi_\chi=0$ and every $\varepsilon$ solves the equations.

## A Hermitian Hamiltonian

Hermiticity is needed only for the energy to be real:

$$\frac{h_\chi}{s_\chi}=\frac{\langle\Phi_\chi,H\Phi_\chi\rangle}{\langle\Phi_\chi,\Phi_\chi\rangle}.$$

With $H=i\,1$ the energy would be $i$. The three parts of `character_solves_noci` are a nonzero state, exactly one energy for these coefficients, and its reality.

```lean
/-- If the character-weighted overlap sum is nonzero, the coefficients `χ g` give a nonzero
state and solve the NOCI equations for exactly one energy, the ratio of the coupling and
overlap sums, and this energy is real. -/
theorem character_solves_noci {U : G →* Module.End ℂ E} {H : Module.End ℂ E}
    (hH : IsSymmetry U H) (χ : G →* ℂ) (ψ : E)
    (hs : ∑ g, overlap U ψ g * χ g ≠ 0) :
    nociState U χ ψ ≠ 0 ∧
      (∀ ε, SolvesNOCI U H ψ χ ε ↔ ε = nociEnergy U H χ ψ) ∧
      (nociEnergy U H χ ψ).im = 0 := by
  have hS : ∀ g, ∑ k, ⟪U g ψ, U k ψ⟫_ℂ * χ k = χ g * ∑ k, overlap U ψ k * χ k :=
    fun g => row_sum (A := 1) hH.unitary (fun _ _ => rfl) χ ψ g
  have hN := row_sum hH.unitary hH.comm χ ψ
  refine ⟨fun h => hs ((nociState_eq_zero_iff hH.unitary χ ψ).mp h), fun ε => ⟨?_, ?_⟩, ?_⟩
  · -- the row of the identity already fixes the energy
    intro h
    have h1 := h 1
    rw [hN, hS, map_one] at h1
    rw [nociEnergy, eq_div_iff hs]
    linear_combination -h1
  · rintro rfl g
    have hE : nociEnergy U H χ ψ * ∑ k, overlap U ψ k * χ k
        = ∑ k, coupling U H ψ k * χ k := div_mul_cancel₀ _ hs
    rw [hN, hS]
    linear_combination -(χ g) * hE
  · -- the energy is a Rayleigh quotient of a Hermitian operator
    have hc : (Fintype.card G : ℂ) ≠ 0 := Nat.cast_ne_zero.mpr Fintype.card_ne_zero
    have hn : ⟪nociState U χ ψ, nociState U χ ψ⟫_ℂ
        = (Fintype.card G : ℂ) * ∑ g, overlap U ψ g * χ g :=
      expectation (A := 1) hH.unitary (fun _ _ => rfl) χ ψ
    have hR : nociEnergy U H χ ψ = ⟪nociState U χ ψ, H (nociState U χ ψ)⟫_ℂ
        / ⟪nociState U χ ψ, nociState U χ ψ⟫_ℂ := by
      rw [expectation hH.unitary hH.comm, hn, mul_div_mul_left _ _ hc, nociEnergy]
    apply Complex.conj_eq_iff_im.mp
    rw [hR, map_div₀, inner_conj_symm, inner_conj_symm, hH.hermitian]
```

The theorem does not make $\Phi_\chi$ an eigenstate of $H$ in the whole space, nor the lowest NOCI solution. Irreducible representations of higher dimension are not treated.

## States of different characters do not couple

Relabelling also gives $U_g\Phi_\chi=\chi(g^{-1})\Phi_\chi$, so the state carries the conjugate character. For a second character $\eta$ and starting state $\varphi$, let $M=\langle\Phi_\eta,H\Phi_\chi\rangle$, with $\Phi_\eta$ built from $\varphi$. Applying $U_{g^{-1}}$ to both sides of the inner product gives $M=\overline{\eta(g)}\chi(g)M$, hence $(\chi(g)-\eta(g))M=0$. Choosing $g$ where the characters differ gives $M=0$.

```lean
/-- A symmetry operation multiplies the NOCI state by the character of the inverse element. -/
theorem nociState_transforms (U : G →* Module.End ℂ E) (χ : G →* ℂ) (ψ : E) (g : G) :
    U g (nociState U χ ψ) = χ g⁻¹ • nociState U χ ψ := by
  have h := Equiv.sum_comp (Equiv.mulLeft g) (fun k => χ g⁻¹ • χ k • U k ψ)
  simp only [nociState, map_sum, map_smul, Finset.smul_sum]
  rw [← h]
  refine Finset.sum_congr rfl fun k _ => ?_
  rw [Equiv.coe_mulLeft, smul_smul, ← map_mul χ, inv_mul_cancel_left, map_mul U,
    Module.End.mul_apply]

/-- NOCI states built with different characters, even from different vectors, are not coupled by the
Hamiltonian. -/
theorem different_characters_uncoupled {U : G →* Module.End ℂ E} {H : Module.End ℂ E}
    (hH : IsSymmetry U H) {χ η : G →* ℂ} (hne : χ ≠ η) (ψ φ : E) :
    ⟪nociState U η φ, H (nociState U χ ψ)⟫_ℂ = 0 := by
  obtain ⟨g, hg⟩ := DFunLike.ne_iff.mp hne
  have h := hH.unitary g⁻¹ (nociState U η φ) (H (nociState U χ ψ))
  rw [← hH.comm, nociState_transforms, nociState_transforms, inv_inv, map_smul,
    inner_smul_left, inner_smul_right] at h
  have hu := character_unimodular η g
  refine (mul_eq_zero.mp ?_).resolve_left (sub_ne_zero.mpr hg)
  linear_combination η g * h - χ g * ⟪nociState U η φ, H (nociState U χ ψ)⟫_ℂ * hu
```

The same theorem with the identity in place of $H$ shows that these states are also orthogonal. A NOCI calculation among states $\Phi_\chi$ of one-dimensional characters can therefore treat each symmetry type separately.

## One particle on two sites

Let $H$ exchange the two sites, which is hopping with amplitude $+1$, and let $\psi=(2,1)$. Then $s=(5,4)$ and $h=(4,5)$ for the identity and the exchange; after normalisation the copies overlap by $4/5$. The sign character gives $s_\chi=1$, $h_\chi=-1$ and energy $-1$, with normalised state $(1,-1)/\sqrt2$. `two_site_witness` checks the symmetry conditions and evaluates the overlap of the two copies, the weighted overlap sum and the energy.

```lean
/-- Permutations of two sites acting on one-particle amplitudes. -/
def siteU : Equiv.Perm (Fin 2) →* Module.End ℂ (EuclideanSpace ℂ (Fin 2)) where
  toFun g :=
    { toFun := fun x => WithLp.toLp 2 (fun i => x (g⁻¹ i))
      map_add' := fun _ _ => rfl
      map_smul' := fun _ _ => rfl }
  map_one' := LinearMap.ext fun _ => rfl
  map_mul' _ _ := LinearMap.ext fun _ => rfl

/-- The sign character of the permutations of two sites. -/
def signChar : Equiv.Perm (Fin 2) →* ℂ :=
  ((Int.castRingHom ℂ : ℤ →* ℂ).comp (Units.coeHom ℤ)).comp Equiv.Perm.sign

/-- For hopping between two sites and the amplitudes `(2, 1)`, the symmetry conditions hold, the
two copies overlap, the sign-weighted overlap sum is one and the NOCI energy is minus one. -/
theorem two_site_witness :
    IsSymmetry siteU (siteU (Equiv.swap 0 1)) ∧
      overlap siteU !₂[2, 1] (Equiv.swap 0 1) = 4 ∧
      ∑ g, overlap siteU !₂[2, 1] g * signChar g = 1 ∧
      nociEnergy siteU (siteU (Equiv.swap 0 1)) signChar !₂[2, 1] = -1 := by
  have hsum : ∀ f : Equiv.Perm (Fin 2) → ℂ, ∑ g, f g = f 1 + f (Equiv.swap 0 1) := by
    intro f
    have h : (Finset.univ : Finset (Equiv.Perm (Fin 2))) = {1, Equiv.swap 0 1} := by decide
    rw [h, Finset.sum_pair (by decide)]
  have hχ : signChar (Equiv.swap 0 1) = -1 := by simp [signChar]
  have hin : ∀ a b c d : ℂ, ⟪(!₂[a, b] : EuclideanSpace ℂ (Fin 2)), !₂[c, d]⟫_ℂ
      = c * conj a + d * conj b := by
    intro a b c d
    simp [PiLp.inner_apply, Fin.sum_univ_two]
  have hsw : ∀ a b : ℂ, siteU (Equiv.swap 0 1) !₂[a, b] = !₂[b, a] := by
    intro a b
    ext i
    fin_cases i <;> simp [siteU]
  have h2 : conj (2 : ℂ) = 2 := Complex.ext (by simp) (by simp)
  have s0 : overlap siteU !₂[2, 1] 1 = 5 := by
    rw [overlap, map_one, Module.End.one_apply, hin, h2, map_one]
    norm_num
  have s1 : overlap siteU !₂[2, 1] (Equiv.swap 0 1) = 4 := by
    rw [overlap, hsw, hin, h2, map_one]
    norm_num
  have h0 : coupling siteU (siteU (Equiv.swap 0 1)) !₂[2, 1] 1 = 4 := by
    rw [coupling, map_one, Module.End.one_apply, hsw, hin, h2, map_one]
    norm_num
  have h1 : coupling siteU (siteU (Equiv.swap 0 1)) !₂[2, 1] (Equiv.swap 0 1) = 5 := by
    rw [coupling, hsw, hsw, hin, h2, map_one]
    norm_num
  refine ⟨⟨fun g x y => ?_, fun g x => ?_, fun x y => ?_⟩, s1, ?_, ?_⟩
  · rw [PiLp.inner_apply, PiLp.inner_apply]
    exact Equiv.sum_comp g⁻¹ (fun i => ⟪x i, y i⟫_ℂ)
  · have hc : ∀ p : Equiv.Perm (Fin 2), Equiv.swap 0 1 * p = p * Equiv.swap 0 1 := by decide
    have h := congrArg (fun p => siteU p x) (hc g)
    simpa only [map_mul, Module.End.mul_apply] using h
  · rw [PiLp.inner_apply, PiLp.inner_apply, Fin.sum_univ_two, Fin.sum_univ_two]
    exact add_comm _ _
  · rw [hsum, s0, s1, hχ, map_one]
    norm_num
  · rw [nociEnergy, hsum, hsum, s0, s1, h0, h1, hχ, map_one]
    norm_num

end

end SymmetryRelatedNOCI
```

```lean
#print axioms SymmetryRelatedNOCI.character_solves_noci
#print axioms SymmetryRelatedNOCI.different_characters_uncoupled
```

```
'SymmetryRelatedNOCI.character_solves_noci' depends on axioms: [propext, Classical.choice, Quot.sound]
'SymmetryRelatedNOCI.different_characters_uncoupled' depends on axioms: [propext, Classical.choice, Quot.sound]
```
